# In the zero-width limit, a Breit–Wigner resonance above threshold contributes a single pole to the dispersion integral

Let $M>0$ be the mass of a resonance, $G>0$ its width, $s_0$ the threshold in the squared mass $s$, and $q$ the value of $Q^2$. If $-q<s_0<M^2$, then

$$
\lim_{G\to0^+}\int_{s_0}^{\infty}\frac1\pi\,\frac{MG}{(s-M^2)^2+M^2G^2}\,\frac{1}{s+q}\,ds=\frac{1}{M^2+q}.
$$

In vacuum polarization, the dispersion integral adds up the contributions of intermediate states of squared mass $s$. The result says what a very narrow peak among them leaves behind: one pole term, as for a stable particle. The usual case is $Q^2>0$ with $0\le s_0<M^2$. The condition $-q<s_0$ also admits negative $q$, which means timelike momenta below threshold.

```lean
import Mathlib

open MeasureTheory Filter
open scoped Real Topology

namespace NarrowResonance

noncomputable section
```

## The resonance and its dispersion integral

The spectral density is the Breit–Wigner function

$$
B_G(s)=\frac1\pi\,\frac{MG}{(s-M^2)^2+M^2G^2}.
$$

The width is written `G` where textbooks write $\Gamma$. It is constant in $s$, and the coupling strength is set to one. Replacing a physical spectral function near its peak by a multiple of $B_G$ is a step that the hypotheses do not supply.

```lean
/-- The Breit-Wigner spectral density in the squared mass `s`, for a resonance of mass `M > 0`
and width `G > 0`. -/
def breitWigner (M G s : ℝ) : ℝ :=
  1 / π * (M * G / ((s - M ^ 2) ^ 2 + M ^ 2 * G ^ 2))
```

For a density $\rho$, the unsubtracted dispersion integral is $\int_{s_0}^\infty \rho(s)\,(s+q)^{-1}ds$. In Lean, `Set.Ioi s0` is the open interval $(s_0,\infty)$, and all numbers are real. The condition $-q<s_0$ keeps the denominator positive throughout the interval.

```lean
/-- The unsubtracted dispersion integral of a spectral density `ρ` above the threshold `s0`,
at the value `q` of `Q²`; its domain is `-q < s0`. -/
def dispersionIntegral (ρ : ℝ → ℝ) (s0 q : ℝ) : ℝ :=
  ∫ s in Set.Ioi s0, ρ s * (1 / (s + q))
```

The threshold can be moved from the integration range into the integrand. Define $P(s)=1/(s+q)$ for $s>s_0$ and $P(s)=0$ for $s\le s_0$. The dispersion integral is then $\int_{-\infty}^{\infty}\rho(s)P(s)\,ds$, the average of a weight over the whole line. Lean calls $P$ `cutPropagator` because it is cut off at the threshold. It is not the on-shell delta function that goes by the name of cut propagator in the cutting rules for Feynman diagrams.

```lean
/-- The propagator factor `1 / (s + q)` above the threshold `s0`, and zero up to it;
its domain is `-q < s0`. -/
def cutPropagator (s0 q s : ℝ) : ℝ :=
  (Set.Ioi s0).indicator (fun t => 1 / (t + q)) s
```

## Measuring the distance from the peak in units of $MG$

Substitute $s=M^2+MGx$, so that $ds=MG\,dx$ and

$$
(s-M^2)^2+M^2G^2=M^2G^2(1+x^2).
$$

Then

$$
B_G(s)\,ds=\frac1\pi\,\frac{MG}{M^2G^2(1+x^2)}\,MG\,dx=\frac{dx}{\pi(1+x^2)}.
$$

The width has left the density and now appears only in the argument of the weight $h$:

$$
\int B_G(s)\,h(s)\,ds=\int\frac{h(M^2+MGx)}{\pi(1+x^2)}\,dx.
$$

In the proof, `e1` is the dilation, `e2` the translation, and `e3` the algebra for the integrand. No condition on $h$ is required, because Lean gives both integrals the value zero when the integrand is not integrable.

```lean
/-- Measuring `s` from the peak in units of `M G` turns the Breit-Wigner average of a weight `h`
into an average over a fixed Lorentzian, for positive mass and width. -/
theorem integral_breitWigner_mul {M G : ℝ} (hM : 0 < M) (hG : 0 < G) (h : ℝ → ℝ) :
    ∫ s, breitWigner M G s * h s =
      ∫ x : ℝ, (1 / π * (1 + x ^ 2)⁻¹) * h (M ^ 2 + M * G * x) := by
  have hg : 0 < M * G := mul_pos hM hG
  -- dilation and translation of the integration variable
  have e1 : ∫ x : ℝ, breitWigner M G (M ^ 2 + M * G * x) * h (M ^ 2 + M * G * x) =
      |(M * G)⁻¹| • ∫ y : ℝ, breitWigner M G (M ^ 2 + y) * h (M ^ 2 + y) :=
    Measure.integral_comp_mul_left
      (fun y => breitWigner M G (M ^ 2 + y) * h (M ^ 2 + y)) (M * G)
  have e2 : ∫ y : ℝ, breitWigner M G (M ^ 2 + y) * h (M ^ 2 + y) =
      ∫ s, breitWigner M G s * h s :=
    integral_add_left_eq_self (fun s => breitWigner M G s * h s) (M ^ 2)
  rw [e2, abs_of_pos (inv_pos.2 hg), smul_eq_mul] at e1
  have e3 : ∀ x : ℝ, (1 / π * (1 + x ^ 2)⁻¹) * h (M ^ 2 + M * G * x) =
      (M * G) * (breitWigner M G (M ^ 2 + M * G * x) * h (M ^ 2 + M * G * x)) := by
    intro x
    have hx : 1 + x ^ 2 ≠ 0 := by positivity
    have hd : (M ^ 2 + M * G * x - M ^ 2) ^ 2 + M ^ 2 * G ^ 2 =
        (M * G) ^ 2 * (1 + x ^ 2) := by ring
    unfold breitWigner
    rw [hd]
    field_simp
  simp only [e3]
  rw [integral_const_mul, e1, mul_inv_cancel_left₀ hg.ne']
```

Taking $h=1$ and using $\int dx/(1+x^2)=\pi$ gives unit area on the whole line.

```lean
/-- The Breit-Wigner density of positive mass and width has unit area on the whole line. -/
theorem integral_breitWigner {M G : ℝ} (hM : 0 < M) (hG : 0 < G) :
    ∫ s, breitWigner M G s = 1 := by
  have h := integral_breitWigner_mul hM hG (fun _ => 1)
  simp only [mul_one] at h
  rw [h, integral_const_mul, integral_univ_inv_one_add_sq]
  exact one_div_mul_cancel Real.pi_ne_zero
```

## A step at the peak is averaged to its midpoint

Suppose that the weight equals $a$ on the left of the peak and $b$ on the right. Each half of the Lorentzian has area $1/2$, so the average is $(a+b)/2$. The proof writes the step as $a$ everywhere plus $b-a$ on the right:

$$
\frac1\pi\left[a\,\pi+(b-a)\frac{\pi}{2}\right]=\frac{a+b}{2}.
$$

The identity `split` is this decomposition, and the final `linear_combination` is the arithmetic.

```lean
/-- A Lorentzian average of a step with value `a` on the left and `b` on the right of the peak
is the mean of the two values. -/
theorem integral_lorentzian_step (a b : ℝ) :
    ∫ x : ℝ, (1 / π * (1 + x ^ 2)⁻¹) * (if 0 < x then b else a) = (a + b) / 2 := by
  have split : ∀ x : ℝ, (1 / π * (1 + x ^ 2)⁻¹) * (if 0 < x then b else a) =
      a / π * (1 + x ^ 2)⁻¹ +
        (Set.Ioi (0 : ℝ)).indicator (fun y => (b - a) / π * (1 + y ^ 2)⁻¹) x := by
    intro x
    by_cases hx : 0 < x
    · rw [if_pos hx, Set.indicator_of_mem (Set.mem_Ioi.2 hx)]
      ring
    · rw [if_neg hx, Set.indicator_of_notMem (show x ∉ Set.Ioi (0 : ℝ) from hx)]
      ring
  simp only [split]
  rw [integral_add (integrable_inv_one_add_sq.const_mul _)
      ((integrable_inv_one_add_sq.const_mul _).indicator measurableSet_Ioi),
    integral_indicator measurableSet_Ioi, integral_const_mul, integral_const_mul,
    integral_univ_inv_one_add_sq, integral_Ioi_inv_one_add_sq, Real.arctan_zero, sub_zero]
  have hp : π ≠ 0 := Real.pi_ne_zero
  have h1 : a / π * π = a := div_mul_cancel₀ a hp
  have h2 : (b - a) / π * π = b - a := div_mul_cancel₀ (b - a) hp
  linear_combination h1 + h2 / 2
```

## The limit of zero width

Now let $h$ be measurable with $|h|\le C$, and let it have the limits $a$ from the left and $b$ from the right at $M^2$. Fix $x$ and let $G\to0^+$. If $x>0$, the point $M^2+MGx$ approaches $M^2$ from above, so $h(M^2+MGx)\to b$. If $x<0$, it approaches from below and the limit is $a$. The single point $x=0$ does not affect the integral.

For every $G$ the integrand is bounded in absolute value by $C/[\pi(1+x^2)]$, which is integrable. Dominated convergence therefore allows the limit to be taken under the integral:

$$
\int B_G(s)\,h(s)\,ds\;\longrightarrow\;\int\frac{1}{\pi(1+x^2)}\begin{cases}b,&x>0\\a,&x\le0\end{cases}\;dx=\frac{a+b}{2}.
$$

In Lean, `𝓝[>] 0` expresses $G\to0^+$, while `𝓝[<] (M ^ 2)` and `𝓝[>] (M ^ 2)` express the approach to $M^2$ from the two sides. The four bullets under `key` establish measurability, the bound, its integrability and the pointwise limit. The last lines return to the variable $s$, which is legitimate because $G>0$ along the limit.

```lean
/-- As the width tends to zero, the Breit-Wigner average of a bounded measurable weight tends to
the mean of its left and right limits at the squared mass `M²`, where `M > 0`. -/
theorem tendsto_breitWigner_average {M C a b : ℝ} {h : ℝ → ℝ} (hM : 0 < M)
    (hm : Measurable h) (hC : ∀ s, |h s| ≤ C)
    (ha : Tendsto h (𝓝[<] (M ^ 2)) (𝓝 a)) (hb : Tendsto h (𝓝[>] (M ^ 2)) (𝓝 b)) :
    Tendsto (fun G => ∫ s, breitWigner M G s * h s) (𝓝[>] 0) (𝓝 ((a + b) / 2)) := by
  have hk : ∀ x : ℝ, 0 ≤ 1 / π * (1 + x ^ 2)⁻¹ := fun x => by positivity
  have key : Tendsto
      (fun G : ℝ => ∫ x : ℝ, (1 / π * (1 + x ^ 2)⁻¹) * h (M ^ 2 + M * G * x)) (𝓝[>] 0)
      (𝓝 (∫ x : ℝ, (1 / π * (1 + x ^ 2)⁻¹) * (if 0 < x then b else a))) := by
    -- the fixed Lorentzian times the bound on the weight dominates
    apply tendsto_integral_filter_of_dominated_convergence
      (fun x : ℝ => (1 / π * (1 + x ^ 2)⁻¹) * C)
    · refine Eventually.of_forall fun G => Measurable.aestronglyMeasurable ?_
      exact (by fun_prop : Measurable fun x : ℝ => 1 / π * (1 + x ^ 2)⁻¹).mul
        (hm.comp (by fun_prop : Measurable fun x : ℝ => M ^ 2 + M * G * x))
    · refine Eventually.of_forall fun G => Eventually.of_forall fun x => ?_
      rw [Real.norm_eq_abs, abs_mul, abs_of_nonneg (hk x)]
      exact mul_le_mul_of_nonneg_left (hC _) (hk x)
    · exact (integrable_inv_one_add_sq.const_mul (1 / π)).mul_const C
    · have hne : ∀ᵐ x : ℝ, x ≠ 0 := by simp [ae_iff]
      filter_upwards [hne] with x hx
      apply Tendsto.const_mul
      have hc : Continuous fun G : ℝ => M ^ 2 + M * G * x := by fun_prop
      have ht : Tendsto (fun G : ℝ => M ^ 2 + M * G * x) (𝓝[>] 0) (𝓝 (M ^ 2)) :=
        (hc.tendsto' 0 (M ^ 2) (by simp)).mono_left nhdsWithin_le_nhds
      -- each point approaches the peak from its own side
      rcases lt_or_gt_of_ne hx with hx | hx
      · rw [if_neg (not_lt_of_ge hx.le)]
        refine ha.comp (tendsto_nhdsWithin_iff.2 ⟨ht, ?_⟩)
        filter_upwards [self_mem_nhdsWithin] with G hG
        have := mul_neg_of_pos_of_neg (mul_pos hM hG) hx
        exact Set.mem_Iio.2 (by linarith)
      · rw [if_pos hx]
        refine hb.comp (tendsto_nhdsWithin_iff.2 ⟨ht, ?_⟩)
        filter_upwards [self_mem_nhdsWithin] with G hG
        have := mul_pos (mul_pos hM hG) hx
        exact Set.mem_Ioi.2 (by linarith)
  rw [integral_lorentzian_step] at key
  refine key.congr' ?_
  filter_upwards [self_mem_nhdsWithin] with G hG
  exact (integral_breitWigner_mul hM hG h).symm
```

## Applying the limit to the cut propagator

For $s>s_0$ we have $s+q>s_0+q>0$, hence

$$
0\le P(s)\le\frac{1}{s_0+q}
$$

for all $s$. The function $P$ is also measurable, so the previous limit applies with $h=P$. In the proof, `hm` and `hC` are these two facts, and `integral_indicator` identifies the whole-line integral with the integral above threshold.

```lean
/-- For `M > 0` and `-q < s0`, the zero-width limit of the dispersion integral is the mean of the
left and right limits of the cut propagator at `M²`. -/
theorem tendsto_dispersion_of_limits {M s0 q a b : ℝ} (hM : 0 < M) (hq : -q < s0)
    (ha : Tendsto (cutPropagator s0 q) (𝓝[<] (M ^ 2)) (𝓝 a))
    (hb : Tendsto (cutPropagator s0 q) (𝓝[>] (M ^ 2)) (𝓝 b)) :
    Tendsto (fun G => dispersionIntegral (breitWigner M G) s0 q) (𝓝[>] 0)
      (𝓝 ((a + b) / 2)) := by
  have hpos : 0 < s0 + q := by linarith
  have hm : Measurable (cutPropagator s0 q) :=
    (by fun_prop : Measurable fun t : ℝ => 1 / (t + q)).indicator measurableSet_Ioi
  have hC : ∀ s, |cutPropagator s0 q s| ≤ 1 / (s0 + q) := by
    intro s
    unfold cutPropagator
    by_cases hs : s ∈ Set.Ioi s0
    · have hs' : s0 < s := hs
      have h0 : 0 < s + q := by linarith
      rw [Set.indicator_of_mem hs, abs_of_pos (one_div_pos.2 h0)]
      exact one_div_le_one_div_of_le hpos (by linarith)
    · rw [Set.indicator_of_notMem hs, abs_zero]
      exact (one_div_pos.2 hpos).le
  refine (tendsto_breitWigner_average hM hm hC ha hb).congr fun G => ?_
  unfold dispersionIntegral
  rw [← integral_indicator measurableSet_Ioi]
  congr 1
  funext s
  unfold cutPropagator
  by_cases hs : s ∈ Set.Ioi s0
  · rw [Set.indicator_of_mem hs, Set.indicator_of_mem hs]
  · rw [Set.indicator_of_notMem hs, Set.indicator_of_notMem hs, mul_zero]
```

What remains is to find the one-sided limits of $P$ at $M^2$. When $M^2+q>0$, the uncut factor is continuous there:

$$
\lim_{s\to M^2}\frac{1}{s+q}=\frac{1}{M^2+q}.
$$

```lean
/-- The propagator factor is continuous at the squared mass when `-q < M²`. -/
theorem tendsto_propagator {M q : ℝ} (hq : -q < M ^ 2) :
    Tendsto (fun s : ℝ => 1 / (s + q)) (𝓝 (M ^ 2)) (𝓝 (1 / (M ^ 2 + q))) := by
  have hne : M ^ 2 + q ≠ 0 := by linarith
  exact tendsto_const_nhds.div (tendsto_id.add tendsto_const_nhds) hne
```

## The full pole above threshold

If $s_0<M^2$, the threshold lies a finite distance below the peak. Near $M^2$ the function $P$ coincides with $1/(s+q)$, so $a=b=1/(M^2+q)$, and the mean of the two is the full pole term. The theorem says this for all real $M$, $s_0$ and $q$ with $M>0$ and $-q<s_0<M^2$. In its proof, `Ioi_mem_nhds hs` states that $(s_0,\infty)$ is a neighbourhood of $M^2$.

```lean
/-- A resonance of mass `M > 0` above threshold, `-q < s0 < M²`, contributes the single pole term
`1 / (M² + q)` to the dispersion integral as its width tends to zero from above. -/
theorem narrow_resonance_pole {M s0 q : ℝ} (hM : 0 < M) (hq : -q < s0) (hs : s0 < M ^ 2) :
    Tendsto (fun G => dispersionIntegral (breitWigner M G) s0 q) (𝓝[>] 0)
      (𝓝 (1 / (M ^ 2 + q))) := by
  have hc : Tendsto (cutPropagator s0 q) (𝓝 (M ^ 2)) (𝓝 (1 / (M ^ 2 + q))) := by
    refine (tendsto_propagator (hq.trans hs)).congr' ?_
    filter_upwards [Ioi_mem_nhds hs] with s h
    exact (Set.indicator_of_mem h (fun t : ℝ => 1 / (t + q))).symm
  have h := tendsto_dispersion_of_limits hM hq (hc.mono_left nhdsWithin_le_nhds)
    (hc.mono_left nhdsWithin_le_nhds)
  rwa [add_self_div_two] at h
```

As a numerical instance, take $M=1$, $q=1$ and $s_0=0$, for which the limit is $1/2$. With $x=s-1$, partial fractions give

$$
\frac{1}{(x^2+G^2)(x+2)}=\frac{1}{4+G^2}\left[\frac{1}{x+2}+\frac{2-x}{x^2+G^2}\right].
$$

Multiplying by $G/\pi$ and integrating from $x=-1$ to infinity yields

$$
I(G)=\frac{1}{\pi(4+G^2)}\left[\pi+2\arctan\frac1G+\frac G2\ln(1+G^2)\right].
$$

Hence $I(0.1)\approx0.4830$ and $I(0.01)\approx0.4984$. These finite-width values come from the elementary integral above, whereas the Lean theorem concerns only the limit.

In a dispersive evaluation of hadronic vacuum polarization, a narrow vector meson such as the $J/\psi$ can be entered in the spectral density as $f\,\delta(s-M^2)$, with the strength $f$ determined by its partial width into $e^+e^-$. Its part of the unsubtracted integral is then $f/(M^2+Q^2)$, which the theorem supports for one isolated resonance of constant width. After a subtraction at $Q^2=0$, the kernel is, up to sign, $Q^2/[s(s+Q^2)]$, and the same replacement gives $fQ^2/[M^2(M^2+Q^2)]$ when $0<s_0<M^2$.

## Resonances at and below threshold

The next two results concern the constant-width function $B_G$ cut off at $s_0$. They are not a realistic model of a state near threshold, since a physical width for decay into the threshold channel depends on $s$ through the available phase space, which vanishes at threshold. If $s_0=M^2$, the integration range begins at the centre of the peak. The left limit of $P$ is $a=0$ and the right limit is $b=1/(M^2+q)$, so half of the pole term survives:

$$
\frac{a+b}{2}=\frac12\,\frac{1}{M^2+q}.
$$

In the numerical instance, moving the threshold to $s_0=1$ changes the limit from $1/2$ to $1/4$. The proof computes `ha` and `hb` separately, since the two sides now differ.

```lean
/-- A resonance of mass `M > 0` exactly at threshold, `s0 = M²` with `-q < M²`, contributes half of
the pole term to the dispersion integral in the zero-width limit. -/
theorem resonance_at_threshold {M q : ℝ} (hM : 0 < M) (hq : -q < M ^ 2) :
    Tendsto (fun G => dispersionIntegral (breitWigner M G) (M ^ 2) q) (𝓝[>] 0)
      (𝓝 (1 / (M ^ 2 + q) / 2)) := by
  have ha : Tendsto (cutPropagator (M ^ 2) q) (𝓝[<] (M ^ 2)) (𝓝 0) := by
    refine tendsto_const_nhds.congr' ?_
    filter_upwards [self_mem_nhdsWithin] with s h
    exact (Set.indicator_of_notMem (fun h' => lt_asymm (Set.mem_Iio.1 h) h') _).symm
  have hb : Tendsto (cutPropagator (M ^ 2) q) (𝓝[>] (M ^ 2)) (𝓝 (1 / (M ^ 2 + q))) := by
    refine ((tendsto_propagator hq).mono_left nhdsWithin_le_nhds).congr' ?_
    filter_upwards [self_mem_nhdsWithin] with s h
    exact (Set.indicator_of_mem h (fun t : ℝ => 1 / (t + q))).symm
  have h := tendsto_dispersion_of_limits hM hq ha hb
  rwa [zero_add] at h
```

If $M^2<s_0$, then $P$ vanishes in a neighbourhood of $M^2$. Both one-sided limits are zero, and only the tail of the resonance reaches the integration range. Its contribution to this integral disappears with the width. A stable state below the continuum that couples to the current still has a pole term in the full spectral representation, but that term has to be added separately to the integral above $s_0$.

```lean
/-- A resonance of mass `M > 0` below threshold, `M² < s0` with `-q < s0`, contributes nothing to
the dispersion integral above `s0` in the zero-width limit. -/
theorem resonance_below_threshold {M s0 q : ℝ} (hM : 0 < M) (hq : -q < s0)
    (hs : M ^ 2 < s0) :
    Tendsto (fun G => dispersionIntegral (breitWigner M G) s0 q) (𝓝[>] 0) (𝓝 0) := by
  have hc : Tendsto (cutPropagator s0 q) (𝓝 (M ^ 2)) (𝓝 0) := by
    refine tendsto_const_nhds.congr' ?_
    filter_upwards [Iio_mem_nhds hs] with s h
    exact (Set.indicator_of_notMem (fun h' => lt_asymm (Set.mem_Iio.1 h) h') _).symm
  have h := tendsto_dispersion_of_limits hM hq (hc.mono_left nhdsWithin_le_nhds)
    (hc.mono_left nhdsWithin_le_nhds)
  rwa [add_self_div_two] at h

end

end NarrowResonance
```

```lean
#print axioms NarrowResonance.integral_breitWigner
#print axioms NarrowResonance.narrow_resonance_pole
#print axioms NarrowResonance.resonance_at_threshold
#print axioms NarrowResonance.resonance_below_threshold
```

```
'NarrowResonance.integral_breitWigner' depends on axioms: [propext, Classical.choice, Quot.sound]
'NarrowResonance.narrow_resonance_pole' depends on axioms: [propext, Classical.choice, Quot.sound]
'NarrowResonance.resonance_at_threshold' depends on axioms: [propext, Classical.choice, Quot.sound]
'NarrowResonance.resonance_below_threshold' depends on axioms: [propext, Classical.choice, Quot.sound]
```
